# Two-step screening with a split polarizability, and the double counting that comes from using the same polarizability twice

## One number for the interaction, one for the medium

Let two charges interact with bare strength $v=1$ in a medium with a single polarizable mode, whose static polarizability is $p=-1$. For simplicity, the same $v$ also couples each charge to the mode and the mode to itself. The medium responds to the total potential, so the screened interaction $W$ obeys $W=v+vpW$, and

$$W=\frac{v}{1-vp}=\frac12 .$$

Now split the response into two halves, $p_1=p_2=-\tfrac12$. Screening by $p_2$ alone gives $W_2=1/(1+\tfrac12)=\tfrac23$. Screening $W_2$ by the remaining $p_1$ gives $\tfrac23/(1+\tfrac13)=\tfrac12$, which is $W$ again.

If the finished $W=\tfrac12$ is instead screened once more by the whole $p$, the result is $\tfrac12/(1+\tfrac12)=\tfrac13$. This is $v/(1-2vp)$, the interaction in a medium with twice the polarizability.

## Where the problem arises

The static screened interaction $W$ enters the Bethe-Salpeter equation as the direct attraction between electron and hole. To build a low-energy model, the polarizability behind $W$ can be divided into a part $P_1$ from a few bands near the gap and a part $P_2$ from all other transitions. The interaction $W_2$, screened by $P_2$ alone, then serves as the interaction of the model, and the model supplies the screening by $P_1$. In constrained random-phase calculations $W_2$ is usually called $U$ or $W_r$.

Two questions follow. Does the second step restore the full $W$ when $v$, $P_1$ and $P_2$ are matrices that do not commute? And what comes out if a model that does its own screening is given the full $W$ as input?

## The statements in words

The elements $v$, $P_1$, $P_2$ belong to an arbitrary ring `R`, which need not be commutative. For a calculation in a finite orthonormal basis, `R` is a ring of square matrices. The definition `screened v P` stands for

$$(1-vP)^{-1}v ,$$

with the sign convention $W=v+vPW$ and the dielectric element $1-vP$.

The hypothesis `IsUnit (1 - v * P)` says that this element has a two-sided inverse. For matrices, its failure means that some nonzero potential $\varphi=vP\varphi$ sustains itself without an external source, which marks the onset of a static charge instability if $P$ is the full static polarizability of the system. The inverse always exists when $v$ is Hermitian and positive definite and $P$ is Hermitian and negative semidefinite. The inverse is written `Ring.inverse`, a function that returns zero on elements without an inverse, so the formulas carry their physical meaning only under the invertibility hypotheses.

- **Two steps.** If $1-vP_2$ and $1-v(P_1+P_2)$ are invertible, then so is $1-W_2P_1$, and screening $W_2$ by $P_1$ gives $W$.
- **Double counting.** If $1-vP$ and $1-2vP$ are invertible, screening $W$ again by $P$ gives $(1-2vP)^{-1}v$. The 2 counts the uses of $P$ and is not a spin factor.
- **When it does no harm.** Under the same hypotheses, the second screening leaves $W$ unchanged exactly when $vPv=0$.
- **Repetition.** Screening $n$ times by $P$ equals screening once by $nP$, if $1-kvP$ is invertible for every $k\le n$.
- **Overscreening.** For real numbers $v>0$ and $p<0$, the doubly screened interaction is positive and strictly smaller than $W$. The sign $p<0$ expresses that the induced charge opposes the potential that causes it.

For static matrices with a given polarizability, the first result justifies passing $W_2$ to a low-energy model that screens by $P_1$. If that model is given $W$ instead, only $P_1$ is counted twice. The second result then applies with $W_2$ in place of $v$ and $P_1$ in place of $P$: the model produces $(1-2W_2P_1)^{-1}W_2$ instead of $W$, provided $1-W_2P_1$ and $1-2W_2P_1$ are invertible. The hypotheses leave one step to the user: the $P_1$ that the model generates must be the same $P_1$ that was left out of $W_2$. A model with altered bands or its own vertex corrections generally produces a different one.

## Factorizing the dielectric element

By definition $W_2=(1-vP_2)^{-1}v$, so $(1-vP_2)W_2=v$. Therefore

$$(1-vP_2)(1-W_2P_1)=1-vP_2-vP_1=1-v(P_1+P_2).$$

No factors have been exchanged. Write this as $ab=c$ with $a=1-vP_2$ invertible. If $b$ is invertible, so is $c$. If $c$ is invertible, so is $b=a^{-1}c$. The residual factor $1-W_2P_1$ is thus invertible exactly when the full dielectric element is.

Let $X=(1-W_2P_1)^{-1}W_2$ be the result of the second step. Then

$$(1-v(P_1+P_2))X=(1-vP_2)(1-W_2P_1)X=(1-vP_2)W_2=v .$$

The full interaction satisfies $(1-v(P_1+P_2))W=v$ as well. Cancelling the invertible factor on the left gives $X=W$.

## The same bubble twice

Set $P_1=P_2=P$. Then $W_2$ is already the full interaction $W$ for $P$, the sum is $P+P$, and the second screening gives

$$D=(1-2vP)^{-1}v .$$

Where the geometric series converges, $D=v+2vPv+4vPvPv+\dots$: each bubble carries a factor 2, so a chain of $m$ bubbles has weight $2^m$. The series is only an illustration, and the Lean proofs make no use of it.

Suppose $D=W$. Then $(1-vP)W=v$ and $(1-2vP)W=v$. Subtracting the second from the first leaves $vPW=0$. The first equation now reads $W=v$, and so $vPv=0$. Conversely, if $vPv=0$, then $(1-vP)v=v$ and $(1-2vP)v=v$, which give $W=v$ and $D=v$. For invertible $v$ the condition $vPv=0$ means $P=0$.

For $n$ repetitions, start from $n=0$, where nothing is screened and $(1-0)^{-1}v=v$. If $n$ steps have given the interaction screened by $nP$, one more step is two-step screening with $P_2=nP$ and $P_1=P$, and it gives the interaction screened by $(n+1)P$.

For real $v>0$ and $p<0$ we have $vp<0$, hence $0<1-vp<1-2vp$. Taking reciprocals and multiplying by $v$ gives

$$0<\frac{v}{1-2vp}<\frac{v}{1-vp}.$$

In this one-number model the doubly screened electron-hole attraction is too weak.

## Two sites with matrices that do not commute

Take

$$v=\begin{pmatrix}2&1\\1&2\end{pmatrix},\quad P_1=\begin{pmatrix}-1&0\\0&0\end{pmatrix},\quad P_2=\begin{pmatrix}0&0\\0&-1\end{pmatrix}.$$

Each site carries one polarizable mode without net charge, such as a dipole, and each polarizability acts on one of the two modes. Then

$$1-vP_2=\begin{pmatrix}1&1\\0&3\end{pmatrix},\qquad 1-v(P_1+P_2)=\begin{pmatrix}3&1\\1&3\end{pmatrix},$$

with determinants 3 and 8, so both are invertible. The upper right entry of $vP_1$ is $0$ and that of $P_1v$ is $-1$. The two-step theorem therefore applies to a case in which the order of the factors matters.

## The Lean file

```lean
import Mathlib

namespace TwoStepScreening

variable {R : Type*} [Ring R]

/-- If `1 - v P` is invertible, the interaction `(1 - v P)⁻¹ v` obtained when the polarizability `P`
screens the interaction `v`; otherwise the value is 0 by convention. -/
noncomputable def screened (v P : R) : R := Ring.inverse (1 - v * P) * v

/-- If `1 - v P2` is invertible, the dielectric element of `P1 + P2` is that of `P2` times
the one in which `P1` responds to the interaction already screened by `P2`. -/
theorem dielectric_factorization (v P1 P2 : R) (h2 : IsUnit (1 - v * P2)) :
    1 - v * (P1 + P2) = (1 - v * P2) * (1 - screened v P2 * P1) := by
  have h : (1 - v * P2) * screened v P2 = v := Ring.mul_inverse_cancel_left _ _ h2
  rw [mul_sub, mul_one, ← mul_assoc, h]
  noncomm_ring

/-- If `1 - v P2` is invertible, the remaining screening by `P1` is well defined exactly when
the full screening by `P1 + P2` is. -/
theorem isUnit_residual_iff (v P1 P2 : R) (h2 : IsUnit (1 - v * P2)) :
    IsUnit (1 - screened v P2 * P1) ↔ IsUnit (1 - v * (P1 + P2)) := by
  rw [dielectric_factorization v P1 P2 h2]
  obtain ⟨u, hu⟩ := h2
  rw [← hu]
  exact (Units.isUnit_units_mul u _).symm

/-- Two-step screening: if `1 - v P2` and `1 - v (P1 + P2)` are invertible, then so is
`1 - W2 P1`, where `W2` is `v` screened by `P2`, and screening `W2` by `P1` gives the
interaction screened by `P1 + P2`. -/
theorem two_step_screening (v P1 P2 : R) (h2 : IsUnit (1 - v * P2))
    (h : IsUnit (1 - v * (P1 + P2))) :
    IsUnit (1 - screened v P2 * P1) ∧
      screened (screened v P2) P1 = screened v (P1 + P2) := by
  have hr := (isUnit_residual_iff v P1 P2 h2).mpr h
  refine ⟨hr, h.mul_left_cancel ?_⟩
  have e1 : (1 - v * (P1 + P2)) * screened v (P1 + P2) = v :=
    Ring.mul_inverse_cancel_left _ _ h
  have e2 : (1 - screened v P2 * P1) * screened (screened v P2) P1 = screened v P2 :=
    Ring.mul_inverse_cancel_left _ _ hr
  have e3 : (1 - v * P2) * screened v P2 = v := Ring.mul_inverse_cancel_left _ _ h2
  -- the two factors of the dielectric element undo the two screening steps in turn
  rw [e1, dielectric_factorization v P1 P2 h2, mul_assoc, e2, e3]

/-- The hypotheses of two-step screening hold for an explicit 2 by 2 interaction and two
single-site polarizabilities, the first of which does not commute with the interaction. -/
theorem two_step_screening_witness :
    let v : Matrix (Fin 2) (Fin 2) ℚ := !![2, 1; 1, 2]
    let P1 : Matrix (Fin 2) (Fin 2) ℚ := !![-1, 0; 0, 0]
    let P2 : Matrix (Fin 2) (Fin 2) ℚ := !![0, 0; 0, -1]
    IsUnit (1 - v * P2) ∧ IsUnit (1 - v * (P1 + P2)) ∧ v * P1 ≠ P1 * v := by
  intro v P1 P2
  refine ⟨?_, ?_, ?_⟩
  · rw [Matrix.isUnit_iff_isUnit_det, isUnit_iff_ne_zero, Matrix.det_fin_two]
    norm_num [v, P2, Matrix.mul_apply, Fin.sum_univ_two, Matrix.one_apply]
  · rw [Matrix.isUnit_iff_isUnit_det, isUnit_iff_ne_zero, Matrix.det_fin_two]
    norm_num [v, P1, P2, Matrix.mul_apply, Fin.sum_univ_two, Matrix.one_apply]
  · intro h
    have h01 := congrFun (congrFun h 0) 1
    norm_num [v, P1, Matrix.mul_apply, Fin.sum_univ_two] at h01

/-- Double counting: if `1 - v P` and `1 - 2 v P` are invertible, screening the already
screened interaction `W` by the same `P` is well defined and gives `(1 - 2 v P)⁻¹ v`. -/
theorem double_counting (v P : R) (h1 : IsUnit (1 - v * P))
    (h2 : IsUnit (1 - 2 * v * P)) :
    IsUnit (1 - screened v P * P) ∧
      screened (screened v P) P = Ring.inverse (1 - 2 * v * P) * v := by
  have e : 1 - 2 * v * P = 1 - v * (P + P) := by rw [two_mul, add_mul, mul_add]
  rw [e] at h2 ⊢
  exact two_step_screening v P P h1 h2

/-- If `1 - v P` and `1 - 2 v P` are invertible, double counting leaves the screened
interaction unchanged exactly when the single-bubble term `v P v` vanishes. -/
theorem double_counting_harmless_iff (v P : R) (h1 : IsUnit (1 - v * P))
    (h2 : IsUnit (1 - 2 * v * P)) :
    screened (screened v P) P = screened v P ↔ v * P * v = 0 := by
  rw [(double_counting v P h1 h2).2]
  have e1 : (1 - v * P) * screened v P = v := Ring.mul_inverse_cancel_left _ _ h1
  have e2 : (1 - 2 * v * P) * (Ring.inverse (1 - 2 * v * P) * v) = v :=
    Ring.mul_inverse_cancel_left _ _ h2
  constructor
  · intro h
    rw [h] at e2
    -- subtracting the two equations for `W` leaves `v P W = 0`, hence `W = v`
    have h3 : v * P * screened v P = 0 := by
      have hd : v * P * screened v P
          = (1 - v * P) * screened v P - (1 - 2 * v * P) * screened v P := by
        simp only [two_mul, add_mul, sub_mul, one_mul]
        abel
      rw [hd, e1, e2, sub_self]
    have h4 : screened v P = v := by
      rw [sub_mul, one_mul, h3, sub_zero] at e1
      exact e1
    rw [h4] at h3
    exact h3
  · intro h
    -- without the single bubble, both interactions equal the bare one
    have a1 : screened v P = v := h1.mul_left_cancel (by
      rw [e1]
      simp only [sub_mul, one_mul, h, sub_zero])
    have a2 : Ring.inverse (1 - 2 * v * P) * v = v := h2.mul_left_cancel (by
      rw [e2]
      simp only [two_mul, add_mul, sub_mul, one_mul, h, add_zero, sub_zero])
    rw [a1, a2]

/-- Screening `n` times in succession by the same `P` equals screening once by `n P`,
provided `1 - k v P` is invertible for every `k` up to `n`. -/
theorem repeated_screening (v P : R) (n : ℕ)
    (h : ∀ k ≤ n, IsUnit (1 - v * (k • P))) :
    (fun W => screened W P)^[n] v = screened v (n • P) := by
  induction n with
  | zero => simp [screened]
  | succ n ih =>
    have hs : (n + 1) • P = P + n • P := by rw [add_smul, one_smul, add_comm]
    have hn := h (n + 1) le_rfl
    rw [hs] at hn
    rw [Function.iterate_succ_apply', ih (fun k hk => h k (by omega)), hs]
    exact (two_step_screening v P (n • P) (h n (by omega)) hn).2

/-- Overscreening: for a repulsive real interaction `v > 0` and a static polarizability
`p < 0`, the double-counted interaction is positive but strictly weaker than the
correctly screened one. -/
theorem overscreening (v p : ℝ) (hv : 0 < v) (hp : p < 0) :
    0 < screened (screened v p) p ∧ screened (screened v p) p < screened v p := by
  have hvp : v * p < 0 := mul_neg_of_pos_of_neg hv hp
  have a : 0 < 1 - v * p := by linarith
  have b : 0 < 1 - 2 * v * p := by linarith
  rw [(double_counting v p (isUnit_iff_ne_zero.mpr a.ne')
    (isUnit_iff_ne_zero.mpr b.ne')).2]
  simp only [screened, Ring.inverse_eq_inv]
  exact ⟨mul_pos (inv_pos.mpr b) hv,
    mul_lt_mul_of_pos_right ((inv_lt_inv₀ b a).mpr (by linarith)) hv⟩

end TwoStepScreening
```

```lean
#print axioms TwoStepScreening.two_step_screening
#print axioms TwoStepScreening.double_counting_harmless_iff
#print axioms TwoStepScreening.repeated_screening
#print axioms TwoStepScreening.overscreening
```

```
'TwoStepScreening.two_step_screening' depends on axioms: [propext, Classical.choice, Quot.sound]
'TwoStepScreening.double_counting_harmless_iff' depends on axioms: [propext, Classical.choice, Quot.sound]
'TwoStepScreening.repeated_screening' depends on axioms: [propext, Classical.choice, Quot.sound]
'TwoStepScreening.overscreening' depends on axioms: [propext, Classical.choice, Quot.sound]
```

## From the factorization to the two-step identity

`dielectric_factorization` first records $(1-vP_2)W_2=v$ as `h`. The rewriting expands the product on the right until $(1-vP_2)W_2$ appears and replaces it by $v$. What remains is an identity between sums of products, which `noncomm_ring` settles without commuting factors.

`isUnit_residual_iff` rewrites the full dielectric element as this product and applies the Mathlib lemma that multiplying by a unit on the left does not affect invertibility.

In `two_step_screening`, `hr` is the invertibility of $1-W_2P_1$. The equations `e1`, `e2` and `e3` are the defining equations of $W$, $X$ and $W_2$, each with its dielectric factor on the left. The last line follows the derivation above: `e1` turns the side with $W$ into $v$, the factorization splits the dielectric element on the side with $X$, and `e2` and `e3` remove the two screening steps in turn.

## Cancelling a unit in place of inverting a product

The identity $X=W$ compares two expressions built from different inverses. The proof never rearranges those inverses. It uses `h.mul_left_cancel`, where `h` says that $c=1-v(P_1+P_2)$ is a unit. This lemma has the form

$$cX=cW\ \Longrightarrow\ X=W ,$$

so `refine` replaces the goal $X=W$ by $cX=cW$.

Its partner is `Ring.mul_inverse_cancel_left`, which states $x(x^{-1}y)=y$ for a unit $x$. Since `screened v P` unfolds to an inverse times $v$, the lemma supplies each of `e1`, `e2` and `e3` directly. Together the two lemmas replace every inverse by the linear equation that defines it, which is what one does by hand with $W=v+vPW$. Cancellation on the left is enough, because the dielectric element always stands to the left of the interaction.

## The remaining proofs

`double_counting` rewrites $1-2vP$ as $1-v(P+P)$ and applies the two-step theorem with both parts equal to `P`.

`double_counting_harmless_iff` proves the two directions separately. In the forward direction, `hd` writes $vPW$ as the difference of the two left-hand sides, `h3` concludes that it vanishes, and `h4` gives $W=v$. In the backward direction, `a1` and `a2` show by unit cancellation that both interactions equal $v$.

`repeated_screening` is an induction on `n`. The notation `(fun W => screened W P)^[n] v` means that the screening map is applied $n$ times to $v$, and `n • P` is the $n$-fold sum of $P$. The step splits $(n+1)P$ into $P+nP$ and calls the two-step theorem.

`overscreening` shows that both denominators are positive, replaces the doubly screened interaction by its closed form, and compares reciprocals. `two_step_screening_witness` reduces invertibility of the matrices to nonzero determinants, and refutes commutation by comparing the entry in row 0 and column 1, which is the upper right one because Lean counts from zero.
